# A bound on the Pulay term when the residual is orthogonal to the variational space

## Forces in a basis that moves

When a nucleus is displaced, basis functions centred on it move too. The derivative of the electronic energy can then differ from the Hellmann-Feynman expectation value, because the approximate state ψ leaves a residual r = Hψ − εψ, where ε is its energy. When the expansion coefficients are variationally optimised, this difference is the Pulay term. How large can it be, given the residual and the directions in which the state was optimised?

The answer below is for a simplified model of such a calculation: a linear problem with a bounded Hamiltonian and one real parameter t, which plays the part of a nuclear coordinate.

## The bound

Let E be a complex inner-product space, U a subspace of variational directions, and χ any vector. Write dist(χ,U) for the infimum of ‖χ − u‖ over u in U. If r ⟂ U, then

|2 Re⟨χ,r⟩| ≤ 2 dist(χ,U) ‖r‖.

For every u in U, ⟨u,r⟩ = 0, so Cauchy-Schwarz gives

|2 Re⟨χ,r⟩| = |2 Re⟨χ − u,r⟩| ≤ 2 ‖χ − u‖ ‖r‖.

Taking the infimum over u gives the bound. It is zero if χ lies in U or r = 0.

Equality holds if r = χ − u with u in U and r ⟂ U: the term is then 2‖r‖², and dist(χ,U) = ‖r‖. If U admits orthogonal projection, this choice of r also shows that the term vanishes for all r ⟂ U only when χ lies in U.

For U = {0} the bound is twice the Cauchy-Schwarz inequality. With no condition linking r to U it fails: for E = U = ℂ and χ = r = 1, the term is 2 but the distance is 0.

## From the bound to the energy derivative

Let ψ(t) be normalised and ε = Re⟨ψ,Hψ⟩. The product rule and the symmetry of H give

dε/dt = Re⟨ψ,H′ψ⟩ + 2 Re⟨ψ′,Hψ⟩.

Normalisation gives Re⟨ψ′,ψ⟩ = 0, so εψ may be subtracted from Hψ:

dε/dt = Re⟨ψ,H′ψ⟩ + 2 Re⟨ψ′,r⟩.

The last term has the form bounded above, with χ = ψ′, and is the Pulay term when the expansion coefficients are variationally optimised; the force contribution is its negative. If r ⟂ U, its size is at most 2 dist(ψ′,U) ‖r‖.

For ψ = Σᵢ cᵢφᵢ, a finite sum in which the basis functions φᵢ and the coefficients cᵢ both depend on t,

ψ′ = Σᵢ c′ᵢφᵢ + Σᵢ cᵢφ′ᵢ.

If r is orthogonal to all φᵢ, the first sum contributes nothing. Only the basis derivatives remain, and the coefficient response is not needed.

## Reading the Lean statements

`pulayTerm χ r` is 2 Re⟨χ,r⟩ for arbitrary vectors, a wider use of the name than the textbook one. `r ∈ Uᗮ` is orthogonality, and `infDist χ (U : Set E)` is the distance. `E` denotes the space.

In `hellmannFeynman_error_le`, `energy H' (ψ t)` is the Hellmann-Feynman term. `hH` is differentiability in operator norm, `hsym` is symmetry at t, and `hnorm` is normalisation at every parameter value. The hypothesis `hr` stands for the variational condition ⟨u,Hψ − εψ⟩ = 0 for all u in U; it is assumed, not derived from a minimisation.

The dimension may be infinite, and the bound holds whether or not U is closed. The Hamiltonian of a real molecule is not covered: its kinetic energy and Coulomb terms are unbounded, whereas `H` is a bounded operator defined on all of E.

```lean
import Mathlib

open Metric

namespace PulayBound

noncomputable section

variable {E : Type*} [NormedAddCommGroup E] [InnerProductSpace ℂ E]

/-- The Pulay term `2 Re⟨χ, r⟩` of a vector `χ` and a residual `r`. -/
def pulayTerm (χ r : E) : ℝ := 2 * (inner ℂ χ r).re

/-- The energy expression `Re⟨ψ, Hψ⟩` of a bounded operator `H` in the vector `ψ`. -/
def energy (H : E →L[ℂ] E) (ψ : E) : ℝ := (inner ℂ ψ (H ψ)).re

/-- The residual `Hψ - εψ` of the Schrödinger equation, with `ε = Re⟨ψ, Hψ⟩`. -/
def residual (H : E →L[ℂ] E) (ψ : E) : E := H ψ - (energy H ψ : ℂ) • ψ

/-- If the residual is orthogonal to `U`, subtracting a vector of `U` from `χ` does not
change the Pulay term. -/
theorem pulayTerm_sub {U : Submodule ℂ E} {r u : E} (hr : r ∈ Uᗮ) (hu : u ∈ U) (χ : E) :
    pulayTerm (χ - u) r = pulayTerm χ r := by
  have h : inner ℂ u r = 0 := (Submodule.mem_orthogonal U r).1 hr u hu
  simp only [pulayTerm, inner_sub_left, h, sub_zero]

/-- Size of the Pulay term: for a residual `r` orthogonal to `U` and any vector `χ`,
`|2 Re⟨χ, r⟩|` is at most twice the distance from `χ` to `U` times the norm of `r`. -/
theorem abs_pulayTerm_le {U : Submodule ℂ E} {r : E} (hr : r ∈ Uᗮ) (χ : E) :
    |pulayTerm χ r| ≤ 2 * infDist χ (U : Set E) * ‖r‖ := by
  rcases eq_or_ne r 0 with rfl | h0
  · simp [pulayTerm]
  have hpos : 0 < 2 * ‖r‖ := by
    have := norm_pos_iff.2 h0
    linarith
  -- every vector of `U` gives an upper bound; the distance is the infimum of these bounds
  have key : |pulayTerm χ r| / (2 * ‖r‖) ≤ infDist χ (U : Set E) := by
    refine (le_infDist ⟨0, U.zero_mem⟩).2 fun u hu => ?_
    rw [div_le_iff₀ hpos, dist_eq_norm, ← pulayTerm_sub hr hu χ, pulayTerm, abs_mul,
      abs_two]
    have h1 := Complex.abs_re_le_norm (inner ℂ (χ - u) r)
    have h2 := norm_inner_le_norm (𝕜 := ℂ) (χ - u) r
    linarith
  rw [div_le_iff₀ hpos] at key
  linarith

/-- The bound is sharp: it is an equality when the residual is the component `χ - u` of `χ`
orthogonal to `U`, with `u` in `U`. -/
theorem pulayTerm_eq_bound {U : Submodule ℂ E} {χ u : E} (hu : u ∈ U) (h : χ - u ∈ Uᗮ) :
    pulayTerm χ (χ - u) = 2 * infDist χ (U : Set E) * ‖χ - u‖ := by
  have h1 : pulayTerm χ (χ - u) = 2 * ‖χ - u‖ ^ 2 := by
    rw [← pulayTerm_sub h hu χ, pulayTerm, inner_self_eq_norm_sq_to_K]
    norm_cast
  have h2 : infDist χ (U : Set E) ≤ ‖χ - u‖ := by
    rw [← dist_eq_norm]
    exact infDist_le_dist_of_mem hu
  apply le_antisymm
  · exact (le_abs_self _).trans (abs_pulayTerm_le h χ)
  · rw [h1]
    nlinarith [mul_le_mul_of_nonneg_right h2 (norm_nonneg (χ - u))]

/-- For a subspace `U` that admits orthogonal projection, the Pulay term of `χ` vanishes for
all residuals orthogonal to `U` exactly when `χ` lies in `U`. -/
theorem pulayTerm_eq_zero_iff (U : Submodule ℂ E) [U.HasOrthogonalProjection] (χ : E) :
    (∀ r ∈ Uᗮ, pulayTerm χ r = 0) ↔ χ ∈ U := by
  constructor
  · intro h
    obtain ⟨u, hu, hp⟩ := Submodule.HasOrthogonalProjection.exists_orthogonal (K := U) χ
    -- test with the orthogonal component of `χ` itself
    have h1 := h _ hp
    rw [← pulayTerm_sub hp hu χ, pulayTerm, inner_self_eq_norm_sq_to_K] at h1
    have h2 : 2 * ‖χ - u‖ ^ 2 = 0 := by exact_mod_cast h1
    have h3 : ‖χ - u‖ = 0 := by nlinarith [norm_nonneg (χ - u)]
    rw [sub_eq_zero.1 (norm_eq_zero.1 h3)]
    exact hu
  · intro hχ r hr
    rw [← pulayTerm_sub hr hχ χ, sub_self]
    simp [pulayTerm]

/-- For finite families of vectors `φ i`, `φ' i` and coefficients `c i`, `c' i`, and a vector `r`
orthogonal to the span of the `φ i`, the sum of the `c' i • φ i` drops out of the Pulay term and
only the sum of the `c i • φ' i` contributes. -/
theorem pulayTerm_moving_basis {ι : Type*} [Fintype ι] (φ φ' : ι → E) (c c' : ι → ℂ) {r : E}
    (hr : r ∈ (Submodule.span ℂ (Set.range φ))ᗮ) :
    pulayTerm (∑ i, c' i • φ i + ∑ i, c i • φ' i) r = pulayTerm (∑ i, c i • φ' i) r := by
  have hu : ∑ i, c' i • φ i ∈ Submodule.span ℂ (Set.range φ) :=
    Submodule.sum_mem _ fun i _ => Submodule.smul_mem _ _ (Submodule.subset_span ⟨i, rfl⟩)
  rw [← pulayTerm_sub hr hu, add_sub_cancel_left]

/-- For a differentiable normalised state and a differentiable family of bounded operators,
symmetric at `t`, the energy derivative is the Hellmann-Feynman term plus the Pulay term of
the state derivative and the residual. -/
theorem hasDerivAt_energy {H : ℝ → E →L[ℂ] E} {H' : E →L[ℂ] E} {ψ : ℝ → E} {ψ' : E} {t : ℝ}
    (hH : HasDerivAt H H' t) (hψ : HasDerivAt ψ ψ' t)
    (hsym : ∀ x y, inner ℂ (H t x) y = inner ℂ x (H t y)) (hnorm : ∀ s, ‖ψ s‖ = 1) :
    HasDerivAt (fun s => energy (H s) (ψ s))
      (energy H' (ψ t) + pulayTerm ψ' (residual (H t) (ψ t))) t := by
  have symm : ∀ x y : E, (inner ℂ x y).re = (inner ℂ y x).re := fun x y => by
    rw [← inner_conj_symm x y, Complex.conj_re]
  have hHψ : HasDerivAt (fun s => H s (ψ s)) (H' (ψ t) + H t ψ') t := by
    have hR := (ContinuousLinearMap.restrictScalarsL ℂ E E ℝ ℝ).hasFDerivAt.comp_hasDerivAt t hH
    exact hR.clm_apply hψ
  have h : HasDerivAt (fun s => energy (H s) (ψ s))
      (inner ℂ (ψ t) (H' (ψ t) + H t ψ') + inner ℂ ψ' (H t (ψ t))).re t :=
    Complex.reCLM.hasFDerivAt.comp_hasDerivAt t (hψ.inner ℂ hHψ)
  -- normalisation makes the real overlap of the state with its derivative vanish
  have hz : (inner ℂ ψ' (ψ t)).re = 0 := by
    have h1 : (fun s => inner ℂ (ψ s) (ψ s)) = fun _ => (1 : ℂ) := by
      funext s
      rw [inner_self_eq_norm_sq_to_K, hnorm]
      simp
    have h2 := hψ.inner ℂ hψ
    rw [h1] at h2
    have h3 := congrArg Complex.re (h2.unique (hasDerivAt_const t (1 : ℂ)))
    rw [Complex.add_re, symm (ψ t) ψ', Complex.zero_re] at h3
    linarith
  have e1 : (inner ℂ (ψ t) (H t ψ')).re = (inner ℂ ψ' (H t (ψ t))).re := by
    rw [← hsym, symm]
  refine h.congr_deriv ?_
  simp only [energy, pulayTerm, residual, inner_add_right, inner_sub_right, inner_smul_right,
    Complex.add_re, Complex.sub_re, Complex.re_ofReal_mul]
  rw [e1, hz]
  ring

/-- Error of the Hellmann-Feynman derivative: for a differentiable normalised state and a
differentiable family of bounded operators, symmetric at `t`, with residual orthogonal to `U`,
it is at most twice the distance from the state derivative to `U` times the residual norm. -/
theorem hellmannFeynman_error_le {U : Submodule ℂ E} {H : ℝ → E →L[ℂ] E} {H' : E →L[ℂ] E}
    {ψ : ℝ → E} {ψ' : E} {t : ℝ} (hH : HasDerivAt H H' t) (hψ : HasDerivAt ψ ψ' t)
    (hsym : ∀ x y, inner ℂ (H t x) y = inner ℂ x (H t y)) (hnorm : ∀ s, ‖ψ s‖ = 1)
    (hr : residual (H t) (ψ t) ∈ Uᗮ) :
    |deriv (fun s => energy (H s) (ψ s)) t - energy H' (ψ t)| ≤
      2 * infDist ψ' (U : Set E) * ‖residual (H t) (ψ t)‖ := by
  rw [(hasDerivAt_energy hH hψ hsym hnorm).deriv, add_sub_cancel_left]
  exact abs_pulayTerm_le hr ψ'

/-- The two standard basis vectors of `ℂ²`. -/
def ket (i : Fin 2) : EuclideanSpace ℂ (Fin 2) := EuclideanSpace.single i 1

/-- The Hamiltonian on `ℂ²` that exchanges the two basis vectors. -/
def flipH : EuclideanSpace ℂ (Fin 2) →L[ℂ] EuclideanSpace ℂ (Fin 2) :=
  (innerSL ℂ (ket 1)).smulRight (ket 0) + (innerSL ℂ (ket 0)).smulRight (ket 1)

/-- The state `cos t |0⟩ + sin t |1⟩` in `ℂ²`. -/
def rotating (t : ℝ) : EuclideanSpace ℂ (Fin 2) :=
  (Real.cos t : ℂ) • ket 0 + (Real.sin t : ℂ) • ket 1

/-- The rotating state with the fixed exchange Hamiltonian is normalised and differentiable at
`0`, the Hamiltonian is symmetric, the residual at `0` is orthogonal to the span of `|0⟩`, and
the Pulay term equals `2`. -/
theorem hellmannFeynman_error_le_witness :
    (∀ t, ‖rotating t‖ = 1) ∧ HasDerivAt rotating (ket 1) 0 ∧
    (∀ x y, inner ℂ (flipH x) y = inner ℂ x (flipH y)) ∧
    residual flipH (rotating 0) ∈ (Submodule.span ℂ {ket 0})ᗮ ∧
    pulayTerm (ket 1) (residual flipH (rotating 0)) = 2 := by
  have happ : ∀ x, flipH x = inner ℂ (ket 1) x • ket 0 + inner ℂ (ket 0) x • ket 1 :=
    fun _ => rfl
  have h00 : inner ℂ (ket 0) (ket 0) = 1 := by simp [ket]
  have h11 : inner ℂ (ket 1) (ket 1) = 1 := by simp [ket]
  have h01 : inner ℂ (ket 0) (ket 1) = 0 := by simp [ket, EuclideanSpace.inner_single_left]
  have h10 : inner ℂ (ket 1) (ket 0) = 0 := by simp [ket, EuclideanSpace.inner_single_left]
  have hn : ∀ a b : ℝ, ‖(a : ℂ) • ket 0 + (b : ℂ) • ket 1‖ ^ 2 = a ^ 2 + b ^ 2 := by
    intro a b
    rw [EuclideanSpace.norm_sq_eq]
    simp [ket, Fin.sum_univ_two]
  -- at `t = 0` the state is `|0⟩` and the residual is `|1⟩`
  have hres : residual flipH (rotating 0) = ket 1 := by
    have h0 : rotating 0 = ket 0 := by simp [rotating]
    have hf : flipH (ket 0) = ket 1 := by rw [happ, h10, h00, zero_smul, one_smul, zero_add]
    rw [h0, residual, energy, hf, h01]
    simp
  refine ⟨fun t => ?_, ?_, fun x y => ?_, ?_, ?_⟩
  · have h := hn (Real.cos t) (Real.sin t)
    rw [Real.cos_sq_add_sin_sq] at h
    change ‖rotating t‖ ^ 2 = 1 at h
    nlinarith [norm_nonneg (rotating t)]
  · have h := ((Real.hasDerivAt_cos 0).ofReal_comp.smul_const (ket 0)).fun_add
      ((Real.hasDerivAt_sin 0).ofReal_comp.smul_const (ket 1))
    exact h.congr_deriv (by simp)
  · simp only [happ, inner_add_left, inner_add_right, inner_smul_left, inner_smul_right,
      inner_conj_symm]
    ring
  · rw [hres, Submodule.mem_orthogonal]
    intro u hu
    obtain ⟨c, rfl⟩ := Submodule.mem_span_singleton.1 hu
    rw [inner_smul_left, h01, mul_zero]
  · rw [hres, pulayTerm, h11]
    simp

end

end PulayBound
```

```lean
#print axioms PulayBound.pulayTerm_eq_bound
-- 'PulayBound.pulayTerm_eq_bound' depends on axioms: [propext, Classical.choice, Quot.sound]
#print axioms PulayBound.pulayTerm_eq_zero_iff
-- 'PulayBound.pulayTerm_eq_zero_iff' depends on axioms: [propext, Classical.choice, Quot.sound]
#print axioms PulayBound.pulayTerm_moving_basis
-- 'PulayBound.pulayTerm_moving_basis' depends on axioms: [propext, Classical.choice, Quot.sound]
#print axioms PulayBound.hellmannFeynman_error_le
-- 'PulayBound.hellmannFeynman_error_le' depends on axioms: [propext, Classical.choice, Quot.sound]
```

## The proof in Lean

`pulayTerm_sub` removes a vector of U from χ. `abs_pulayTerm_le` treats r = 0 separately, then divides by 2‖r‖, so that `le_infDist` reduces the claim to one inequality for each u, which Cauchy-Schwarz supplies. `pulayTerm_eq_bound` proves equality from two opposite inequalities, and `pulayTerm_eq_zero_iff` tests with the orthogonal component of χ. `pulayTerm_moving_basis` places the coefficient response in the span and removes it.

In `hasDerivAt_energy`, `hHψ` and `h` are the product rules, `hz` differentiates ⟨ψ,ψ⟩ = 1, and `e1` uses symmetry to combine the two state-derivative terms. `hellmannFeynman_error_le` subtracts the Hellmann-Feynman term and applies the bound.

The last theorem checks an example in ℂ²: ψ(t) = cos t |0⟩ + sin t |1⟩, with H exchanging |0⟩ and |1⟩. At t = 0, ψ′ and r both equal |1⟩, and U is the span of |0⟩. The energy is sin 2t, with slope 2 at t = 0. As H is constant, the Hellmann-Feynman term is zero and the Pulay term supplies the whole slope.
